# Weak values of a Hermitian operator have mean ⟨A⟩ and mean squared deviation Var(A) when no postselection outcome has zero probability

Without a link to ordinary statistics, a weak value of 100 for a spin component with eigenvalues ±1/2 looks like a contradiction. For a pure state and a finite orthonormal basis of postselections, all with non-zero probability, the link is that the weak values average to the expectation value and their mean squared distance from it is the variance.

```lean
import Mathlib

open Finset

namespace WeakValueStatistics

noncomputable section

variable {E ι : Type*} [NormedAddCommGroup E] [InnerProductSpace ℂ E] [Fintype ι]

/-- The real part of `⟨ψ, A ψ⟩`, which for a symmetric operator `A` and a unit state `ψ` is the
expectation value. -/
def expect (A : E →ₗ[ℂ] E) (ψ : E) : ℝ := (inner ℂ ψ (A ψ)).re

/-- The difference `⟨A²⟩ - ⟨A⟩²`, with `expect` for the brackets, which for a symmetric operator `A`
and a unit state `ψ` is the variance. -/
def variance (A : E →ₗ[ℂ] E) (ψ : E) : ℝ := expect (A ∘ₗ A) ψ - expect A ψ ^ 2

/-- The probability `|⟨φ, ψ⟩|²` of postselecting the unit state `φ` from the unit state `ψ`. -/
def prob (φ ψ : E) : ℝ := ‖inner ℂ φ ψ‖ ^ 2

/-- The weak value `⟨φ, A ψ⟩ / ⟨φ, ψ⟩` of `A` for preselection `ψ` and postselection `φ`,
meaningful when `⟨φ, ψ⟩ ≠ 0`. -/
def weakValue (A : E →ₗ[ℂ] E) (φ ψ : E) : ℂ := inner ℂ φ (A ψ) / inner ℂ φ ψ

/-- For a symmetric operator the number `⟨ψ, A ψ⟩` is real and equals `expect A ψ`. -/
theorem inner_eq_expect {A : E →ₗ[ℂ] E} (hA : A.IsSymmetric) (ψ : E) :
    inner ℂ ψ (A ψ) = (expect A ψ : ℂ) := by
  have h : (starRingEnd ℂ) (inner ℂ ψ (A ψ)) = inner ℂ ψ (A ψ) := by
    rw [inner_conj_symm]
    exact hA ψ ψ
  exact (Complex.conj_eq_iff_re.mp h).symm

/-- The variance of a symmetric operator in a unit state is the squared length of
`(A - ⟨A⟩) ψ`. -/
theorem norm_sq_deviation {A : E →ₗ[ℂ] E} (hA : A.IsSymmetric) {ψ : E} (hψ : ‖ψ‖ = 1) :
    ‖A ψ - (expect A ψ : ℂ) • ψ‖ ^ 2 = variance A ψ := by
  have h1 : ‖A ψ‖ ^ 2 = expect (A ∘ₗ A) ψ := by
    rw [expect, LinearMap.comp_apply, ← hA ψ (A ψ)]
    exact (inner_self_eq_norm_sq (𝕜 := ℂ) (A ψ)).symm
  have h2 : RCLike.re (inner ℂ (A ψ) ((expect A ψ : ℂ) • ψ)) = expect A ψ ^ 2 := by
    change (inner ℂ (A ψ) ((expect A ψ : ℂ) • ψ)).re = _
    rw [inner_smul_right, hA ψ ψ, inner_eq_expect hA ψ, ← Complex.ofReal_mul,
      Complex.ofReal_re]
    ring
  have h3 : ‖(expect A ψ : ℂ) • ψ‖ ^ 2 = expect A ψ ^ 2 := by
    rw [norm_smul, hψ, mul_one, Complex.norm_real, Real.norm_eq_abs, sq_abs]
  rw [norm_sub_sq (𝕜 := ℂ), h1, h2, h3, variance]
  ring

/-- If `⟨φ, ψ⟩ ≠ 0`, the squared distance of the weak value from a number `c`, multiplied by
`prob φ ψ`, is `|⟨φ, (A - c) ψ⟩|²`. -/
theorem prob_mul_deviation (A : E →ₗ[ℂ] E) {φ ψ : E} (h : inner ℂ φ ψ ≠ 0) (c : ℂ) :
    prob φ ψ * ‖weakValue A φ ψ - c‖ ^ 2 = ‖inner ℂ φ (A ψ - c • ψ)‖ ^ 2 := by
  have e : inner ℂ φ ψ * (weakValue A φ ψ - c) = inner ℂ φ (A ψ - c • ψ) := by
    have hx : inner ℂ φ ψ * (inner ℂ φ (A ψ) / inner ℂ φ ψ) = inner ℂ φ (A ψ) := by
      field_simp
    rw [weakValue, inner_sub_right, inner_smul_right]
    linear_combination hx
  rw [prob, ← mul_pow, ← norm_mul, e]

/-- The weak values of a symmetric operator, weighted with `prob` and summed over the vectors of an
orthonormal basis that have non-zero overlap with `ψ`, give `expect A ψ`. For a unit `ψ` this sum is
the mean. -/
theorem mean_accessible {A : E →ₗ[ℂ] E} (hA : A.IsSymmetric) (f : OrthonormalBasis ι ℂ E)
    (ψ : E) :
    ∑ i with inner ℂ (f i) ψ ≠ 0, (prob (f i) ψ : ℂ) * weakValue A (f i) ψ
      = (expect A ψ : ℂ) := by
  -- insert the resolution of the identity into `⟨ψ, A ψ⟩`
  rw [← inner_eq_expect hA ψ, ← f.sum_inner_mul_inner ψ (A ψ), sum_filter]
  refine sum_congr rfl fun i _ => ?_
  by_cases h : inner ℂ (f i) ψ = 0
  · rw [if_neg (not_not.mpr h), inner_eq_zero_symm.mp h, zero_mul]
  · have hp : (prob (f i) ψ : ℂ) = inner ℂ (f i) ψ * inner ℂ ψ (f i) := by
      rw [prob, ← Complex.normSq_eq_norm_sq, ← Complex.mul_conj, inner_conj_symm]
    have hx : inner ℂ (f i) ψ * (inner ℂ (f i) (A ψ) / inner ℂ (f i) ψ)
        = inner ℂ (f i) (A ψ) := by
      field_simp
    rw [if_pos h, hp, weakValue]
    linear_combination inner ℂ ψ (f i) * hx

/-- For a symmetric operator, a unit state and any orthonormal basis, the variance is the spread
of the weak values over the outcomes of non-zero probability plus the sum of `|⟨f i, A ψ⟩|²` over
the outcomes of zero probability. -/
theorem variance_with_dark_outcomes {A : E →ₗ[ℂ] E} (hA : A.IsSymmetric)
    (f : OrthonormalBasis ι ℂ E) {ψ : E} (hψ : ‖ψ‖ = 1) :
    ∑ i with inner ℂ (f i) ψ ≠ 0, prob (f i) ψ * ‖weakValue A (f i) ψ - expect A ψ‖ ^ 2
      + ∑ i with inner ℂ (f i) ψ = 0, ‖inner ℂ (f i) (A ψ)‖ ^ 2 = variance A ψ := by
  -- Parseval's identity for the vector `(A - ⟨A⟩) ψ`
  have parseval (x : E) : ∑ i, ‖inner ℂ (f i) x‖ ^ 2 = ‖x‖ ^ 2 := by
    rw [← f.repr.norm_map x, EuclideanSpace.norm_sq_eq]
    simp only [OrthonormalBasis.repr_apply_apply]
  rw [← norm_sq_deviation hA hψ, ← parseval (A ψ - (expect A ψ : ℂ) • ψ), sum_filter,
    sum_filter, ← sum_add_distrib]
  refine sum_congr rfl fun i _ => ?_
  by_cases h : inner ℂ (f i) ψ = 0
  · rw [if_neg (not_not.mpr h), if_pos h, zero_add, inner_sub_right, inner_smul_right, h,
      mul_zero, sub_zero]
  · rw [if_pos h, if_neg h, add_zero]
    exact prob_mul_deviation A h _

/-- For a symmetric operator, a unit state and an orthonormal basis whose outcomes all have
non-zero probability, the weak values have mean `⟨A⟩` and mean squared distance `Var(A)` from
it. -/
theorem weakValue_mean_and_variance {A : E →ₗ[ℂ] E} (hA : A.IsSymmetric)
    (f : OrthonormalBasis ι ℂ E) {ψ : E} (hψ : ‖ψ‖ = 1) (hf : ∀ i, inner ℂ (f i) ψ ≠ 0) :
    ∑ i, (prob (f i) ψ : ℂ) * weakValue A (f i) ψ = (expect A ψ : ℂ) ∧
    ∑ i, prob (f i) ψ * ‖weakValue A (f i) ψ - expect A ψ‖ ^ 2 = variance A ψ := by
  have e1 : (univ.filter fun i => inner ℂ (f i) ψ ≠ 0) = univ := by simp [hf]
  have e2 : (univ.filter fun i => inner ℂ (f i) ψ = 0) = ∅ := by simp [hf]
  have h1 := mean_accessible hA f ψ
  have h2 := variance_with_dark_outcomes hA f hψ
  rw [e1] at h1 h2
  rw [e2, sum_empty, add_zero] at h2
  exact ⟨h1, h2⟩

/-- For a symmetric operator, a unit state and an orthonormal basis whose outcomes all have non-zero
probability, the variance is the mean squared distance of the real parts of the weak values from
`⟨A⟩` plus the mean square of their imaginary parts. -/
theorem variance_re_add_im {A : E →ₗ[ℂ] E} (hA : A.IsSymmetric)
    (f : OrthonormalBasis ι ℂ E) {ψ : E} (hψ : ‖ψ‖ = 1) (hf : ∀ i, inner ℂ (f i) ψ ≠ 0) :
    ∑ i, prob (f i) ψ * ((weakValue A (f i) ψ).re - expect A ψ) ^ 2
      + ∑ i, prob (f i) ψ * (weakValue A (f i) ψ).im ^ 2 = variance A ψ := by
  rw [← (weakValue_mean_and_variance hA f hψ hf).2, ← sum_add_distrib]
  refine sum_congr rfl fun i _ => ?_
  rw [← Complex.normSq_eq_norm_sq, Complex.normSq_apply, Complex.sub_re, Complex.sub_im,
    Complex.ofReal_re, Complex.ofReal_im]
  ring

/-- For a symmetric operator, a unit state and an orthonormal basis whose outcomes all have non-zero
probability, the mean squared distance of the real parts of the weak values from `⟨A⟩` equals the
variance exactly when every weak value is real. -/
theorem re_spread_eq_variance_iff {A : E →ₗ[ℂ] E} (hA : A.IsSymmetric)
    (f : OrthonormalBasis ι ℂ E) {ψ : E} (hψ : ‖ψ‖ = 1) (hf : ∀ i, inner ℂ (f i) ψ ≠ 0) :
    ∑ i, prob (f i) ψ * ((weakValue A (f i) ψ).re - expect A ψ) ^ 2 = variance A ψ
      ↔ ∀ i, (weakValue A (f i) ψ).im = 0 := by
  have hsplit := variance_re_add_im hA f hψ hf
  have hp (i : ι) : 0 < prob (f i) ψ := pow_pos (norm_pos_iff.mpr (hf i)) 2
  constructor
  · intro h i
    have h0 : ∑ i, prob (f i) ψ * (weakValue A (f i) ψ).im ^ 2 = 0 := by linarith
    -- a vanishing sum of non-negative terms vanishes term by term
    have hi := (sum_eq_zero_iff_of_nonneg
      (fun j _ => mul_nonneg (hp j).le (sq_nonneg _))).mp h0 i (mem_univ i)
    exact pow_eq_zero_iff two_ne_zero |>.mp ((mul_eq_zero.mp hi).resolve_left (hp i).ne')
  · intro h
    have h0 : ∑ i, prob (f i) ψ * (weakValue A (f i) ψ).im ^ 2 = 0 :=
      sum_eq_zero fun i _ => by rw [h i]; ring
    linarith

/-- For a symmetric operator and unit states with `⟨φ, ψ⟩ ≠ 0`, the squared distance of the weak
value from the expectation value is at most the variance over the postselection probability. -/
theorem weakValue_deviation_le {A : E →ₗ[ℂ] E} (hA : A.IsSymmetric) {φ ψ : E}
    (hφ : ‖φ‖ = 1) (hψ : ‖ψ‖ = 1) (h : inner ℂ φ ψ ≠ 0) :
    ‖weakValue A φ ψ - expect A ψ‖ ^ 2 ≤ variance A ψ / prob φ ψ := by
  have hp : 0 < prob φ ψ := pow_pos (norm_pos_iff.mpr h) 2
  -- Cauchy-Schwarz for `φ` and `(A - ⟨A⟩) ψ`
  have hcs := norm_inner_le_norm (𝕜 := ℂ) φ (A ψ - (expect A ψ : ℂ) • ψ)
  rw [hφ, one_mul] at hcs
  rw [le_div_iff₀ hp, mul_comm, prob_mul_deviation A h, ← norm_sq_deviation hA hψ]
  exact pow_le_pow_left₀ (norm_nonneg _) hcs 2

end

end WeakValueStatistics
```

```lean
#print axioms WeakValueStatistics.weakValue_mean_and_variance
#print axioms WeakValueStatistics.re_spread_eq_variance_iff
#print axioms WeakValueStatistics.weakValue_deviation_le
```

```
'WeakValueStatistics.weakValue_mean_and_variance' depends on axioms: [propext, Classical.choice, Quot.sound]
'WeakValueStatistics.re_spread_eq_variance_iff' depends on axioms: [propext, Classical.choice, Quot.sound]
'WeakValueStatistics.weakValue_deviation_le' depends on axioms: [propext, Classical.choice, Quot.sound]
```

## Weak values as statistics of a postselection

A system is prepared in a unit state $\psi$ and later found in one of the states $f_i$ of an orthonormal basis. Write $p_i=|\langle f_i,\psi\rangle|^2$ for the probability of outcome $i$, and $w_i=\langle f_i,A\psi\rangle/\langle f_i,\psi\rangle$ for the weak value of the observable $A$. The main theorem, `weakValue_mean_and_variance`, states

$$\sum_i p_i w_i=\langle A\rangle,\qquad \sum_i p_i\,|w_i-\langle A\rangle|^2=\mathrm{Var}(A).$$

In Lean, `E` is a complex inner product space, and the basis `f`, indexed by the finite type `ι`, makes it finite-dimensional; $\mathbb C^n$ is an instance. `A.IsSymmetric` says that $A$ is Hermitian, `hψ` normalises the state, and `hf` requires every overlap to be non-zero. The inner product is conjugate-linear in its first argument, as in Dirac notation. `expect` is a real part by definition, and `inner_eq_expect` shows that for Hermitian $A$ nothing is lost.

The weak value enters as a quotient of amplitudes. That a weakly coupled pointer reads out its real and imaginary parts is a separate physical step, which the hypotheses do not contain. Mixed states and evolution between preparation and postselection are also left out.

In variational Monte Carlo on a finite configuration basis, the weak value of the Hamiltonian is the local energy. The two sums then say that its mean and variance under $|\psi|^2$ sampling are those of the energy, provided that no configuration has zero amplitude.

## Completeness gives the mean, Parseval the variance

Set $a=\langle\psi,A\psi\rangle$. It is real, because $\overline{\langle\psi,A\psi\rangle}=\langle A\psi,\psi\rangle=\langle\psi,A\psi\rangle$. Since $p_i=\langle\psi,f_i\rangle\langle f_i,\psi\rangle$, the denominator of $w_i$ cancels:

$$\sum_i p_iw_i=\sum_i\langle\psi,f_i\rangle\langle f_i,A\psi\rangle=\langle\psi,A\psi\rangle=a.$$

This is `mean_accessible`, which sums only over outcomes with non-zero overlap; the others contribute nothing, as $\langle\psi,f_i\rangle=0$.

For the variance, multiply the deviation by the overlap (`prob_mul_deviation`):

$$\langle f_i,\psi\rangle(w_i-a)=\langle f_i,(A-a)\psi\rangle,\qquad p_i|w_i-a|^2=|\langle f_i,(A-a)\psi\rangle|^2.$$

Parseval's identity sums the right-hand sides to $\|(A-a)\psi\|^2$, and `norm_sq_deviation` expands this:

$$\|A\psi\|^2-2a\,\mathrm{Re}\langle A\psi,\psi\rangle+a^2\|\psi\|^2=\langle A^2\rangle-2a^2+a^2=\mathrm{Var}(A).$$

An outcome with zero overlap still contributes $|\langle f_i,A\psi\rangle|^2$ to Parseval's sum. `variance_with_dark_outcomes` keeps this term, "dark" meaning zero probability. For $A=\sigma_x$ and $\psi=|0\rangle$ in the basis $|0\rangle,|1\rangle$, the only defined weak value is 0, while the variance is 1 and comes entirely from the dark outcome. The main theorem follows because `hf` empties the dark sum.

## Imaginary parts and large weak values

Splitting $|w_i-a|^2=(\mathrm{Re}\,w_i-a)^2+(\mathrm{Im}\,w_i)^2$ gives `variance_re_add_im`. The real parts carry the whole variance exactly when $\sum_i p_i(\mathrm{Im}\,w_i)^2=0$. As every $p_i$ is positive, this means that all weak values are real (`re_spread_eq_variance_iff`).

For a single unit postselection $\varphi$ with probability $p=|\langle\varphi,\psi\rangle|^2\neq0$ and weak value $w$, Cauchy–Schwarz gives

$$p\,|w-a|^2=|\langle\varphi,(A-a)\psi\rangle|^2\le\mathrm{Var}(A).$$

Dividing by $p$ yields `weakValue_deviation_le`, which needs no basis. The spin weak value of 100 is therefore possible only in a rare postselection: the variance is at most 1/4 and $|w-a|\ge 99.5$, so $p$ is below $3\times10^{-5}$.

## Parseval from `f.repr`

Mathlib stores an orthonormal basis as a linear isometry `f.repr` from `E` to Euclidean coordinate space. Hence `f.repr.norm_map` already says that a vector and its coordinates have equal norm. `EuclideanSpace.norm_sq_eq` writes the coordinate norm as a sum of squares, and `OrthonormalBasis.repr_apply_apply` identifies the coordinates as $\langle f_i,x\rangle$.

## Variance defined as a squared length

Had `variance` been defined as $\|(A-\langle A\rangle)\psi\|^2$, the variance identity would need neither Hermiticity nor normalisation. Both would move into a lemma recovering $\langle A^2\rangle-\langle A\rangle^2$, the form used here as the definition.
